# The Lindblad generator of pure spontaneous decay in a two-level system, entry by entry

The theorem `lindblad_decay` computes the Lindblad generator of a two-level system with zero Hamiltonian and the single jump operator √g |0⟩⟨1|, where g ≥ 0 is the decay rate. Applied to ρ, the generator gives gρ₁₁ and −gρ₁₁ on the diagonal, and −g/2 times the corresponding entry of ρ off it. Here ρ is any complex 2×2 matrix; it need not be Hermitian, positive or of trace one. The proof first computes the products L†L and LρL† as explicit matrices, then substitutes them into the definition and compares the four entries.

Lean 4 with Mathlib refuses this proof:

```lean
import Mathlib

open Matrix
open scoped ComplexOrder

namespace CrankNicolsonPositivity

noncomputable section

variable {n : Type*} [Fintype n]

/-- The Lindblad generator with Hamiltonian `H` and one jump operator `L`, in units with `ħ = 1`. -/
def lindblad (H L ρ : Matrix n n ℂ) : Matrix n n ℂ :=
  (-Complex.I) • (H * ρ - ρ * H) + L * ρ * Lᴴ
    - (1 / 2 : ℂ) • (Lᴴ * L * ρ + ρ * (Lᴴ * L))

/-- The jump operator `√g |0⟩⟨1|` of spontaneous decay at rate `g`. -/
def decayOp (g : ℝ) : Matrix (Fin 2) (Fin 2) ℂ :=
  !![0, (Real.sqrt g : ℂ); 0, 0]

/-- The generator of spontaneous decay, entry by entry. -/
theorem lindblad_decay {g : ℝ} (hg : 0 ≤ g) (ρ : Matrix (Fin 2) (Fin 2) ℂ) :
    lindblad 0 (decayOp g) ρ =
      !![(g : ℂ) * ρ 1 1, -((g : ℂ) / 2 * ρ 0 1);
         -((g : ℂ) / 2 * ρ 1 0), -((g : ℂ) * ρ 1 1)] := by
  have hs : (Real.sqrt g : ℂ) * (Real.sqrt g : ℂ) = g := by
    rw [← Complex.ofReal_mul, Real.mul_self_sqrt hg]
  -- the loss operator and the refilling term
  have hLL : (decayOp g)ᴴ * decayOp g = !![0, 0; 0, (g : ℂ)] := by
    ext i j
    fin_cases i <;> fin_cases j <;>
      simp [decayOp, Matrix.mul_apply, Fin.sum_univ_succ]
    all_goals linear_combination hs
  have hLρL : decayOp g * ρ * (decayOp g)ᴴ = !![(g : ℂ) * ρ 1 1, 0; 0, 0] := by
    ext i j
    fin_cases i <;> fin_cases j <;>
      simp [decayOp, Matrix.mul_apply, Fin.sum_univ_succ]
    all_goals linear_combination ρ 1 1 * hs
  rw [lindblad, hLL, hLρL]
  ext i j
  fin_cases i <;> fin_cases j <;>
    simp [Matrix.mul_apply, Fin.sum_univ_succ] <;> ring

end

end CrankNicolsonPositivity
```

The error:

```
Main.lean:38:14: error: ring failed, ring expressions not equal
g : ℝ
hg : 0 ≤ g
ρ : Matrix (Fin 2) (Fin 2) ℂ
hs : ↑√g * ↑√g = ↑g
hLL : (decayOp g)ᴴ * decayOp g = !![0, 0; 0, ↑g]
⊢ (![0, ↑√g] ᵥ* ρ) 1 * ↑√g - ↑√g ^ 2 * ρ 1 1 = 0
Main.lean:38:14: error: Not a comparison: (![0, 0] ᵥ* ρ) 1 = 0 ∨ √g = 0
Try this:
  [apply] ring_nf
  
  The `ring` tactic failed to close the goal. Use `ring_nf` to obtain a normal form.
    
  Note that `ring` works primarily in *commutative* rings. If you have a noncommutative ring, abelian group or module, consider using `noncomm_ring`, `abel` or `module` instead.
Try this:
  [apply] ring_nf
  
  The `ring` tactic failed to close the goal. Use `ring_nf` to obtain a normal form.
    
  Note that `ring` works primarily in *commutative* rings. If you have a noncommutative ring, abelian group or module, consider using `noncomm_ring`, `abel` or `module` instead.
Try this:
  [apply] ring_nf
  
  The `ring` tactic failed to close the goal. Use `ring_nf` to obtain a normal form.
    
  Note that `ring` works primarily in *commutative* rings. If you have a noncommutative ring, abelian group or module, consider using `noncomm_ring`, `abel` or `module` instead.
Try this:
  [apply] ring_nf
  
  The `ring` tactic failed to close the goal. Use `ring_nf` to obtain a normal form.
    
  Note that `ring` works primarily in *commutative* rings. If you have a noncommutative ring, abelian group or module, consider using `noncomm_ring`, `abel` or `module` instead.
Main.lean:25:56: error: unsolved goals
case «0».«0»
g : ℝ
hg : 0 ≤ g
ρ : Matrix (Fin 2) (Fin 2) ℂ
hs : ↑√g * ↑√g = ↑g
hLL : (decayOp g)ᴴ * decayOp g = !![0, 0; 0, ↑g]
hLρL : decayOp g * ρ * (decayOp g)ᴴ = !![↑g * ρ 1 1, 0; 0, 0]
⊢ (![0, 0] ᵥ* ρ) 0 = 0

case «0».«1»
g : ℝ
hg : 0 ≤ g
ρ : Matrix (Fin 2) (Fin 2) ℂ
hs : ↑√g * ↑√g = ↑g
hLL : (decayOp g)ᴴ * decayOp g = !![0, 0; 0, ↑g]
hLρL : decayOp g * ρ * (decayOp g)ᴴ = !![↑g * ρ 1 1, 0; 0, 0]
⊢ ρ 0 1 * ↑g * (-1 / 2) + (![0, 0] ᵥ* ρ) 1 * (-1 / 2) = ρ 0 1 * ↑g * (-1 / 2)

case «1».«0»
g : ℝ
hg : 0 ≤ g
ρ : Matrix (Fin 2) (Fin 2) ℂ
hs : ↑√g * ↑√g = ↑g
hLL : (decayOp g)ᴴ * decayOp g = !![0, 0; 0, ↑g]
hLρL : decayOp g * ρ * (decayOp g)ᴴ = !![↑g * ρ 1 1, 0; 0, 0]
⊢ (![0, ↑g] ᵥ* ρ) 0 * (1 / 2) = ↑g * ρ 1 0 * (1 / 2)

case «1».«1»
g : ℝ
hg : 0 ≤ g
ρ : Matrix (Fin 2) (Fin 2) ℂ
hs : ↑√g * ↑√g = ↑g
hLL : (decayOp g)ᴴ * decayOp g = !![0, 0; 0, ↑g]
hLρL : decayOp g * ρ * (decayOp g)ᴴ = !![↑g * ρ 1 1, 0; 0, 0]
⊢ ρ 1 1 * ↑g * (-1 / 2) + (![0, ↑g] ᵥ* ρ) 1 * (-1 / 2) = -(ρ 1 1 * ↑g)
```

Cause. In both places `simp` leaves products of an explicit matrix with `ρ` as vector–matrix products such as `(![0, ↑√g] ᵥ* ρ) 1`. The supplied `Matrix.mul_apply` does not unfold `ᵥ*`, so the entries of `ρ` stay hidden.

In `hLρL`, `linear_combination` therefore cannot match the first remaining goal with `ρ 1 1 * hs`. The second goal has become a disjunction, `(![0, 0] ᵥ* ρ) 1 = 0 ∨ √g = 0`, and the tactic accepts only comparisons, hence "Not a comparison". In the final step `ring` meets the same unexpanded terms in all four entries. It only normalises the goals, which gives the four "Try this" notes and the "unsolved goals" error.

The repair adds `Matrix.vecMul` and `dotProduct` to both `simp` calls. They unfold `ᵥ*` into a sum, which `Fin.sum_univ_succ` then expands. The zero row now visibly gives zero, so the disjunction no longer stands in the way, and what remains is ordinary algebra in the entries of `ρ`, which `linear_combination` and `ring` can settle.

Lean accepts the file once it reads:

```diff
@@ -35,10 +35,10 @@
     ext i j
     fin_cases i <;> fin_cases j <;>
-      simp [decayOp, Matrix.mul_apply, Fin.sum_univ_succ]
+      simp [decayOp, Matrix.mul_apply, Matrix.vecMul, dotProduct, Fin.sum_univ_succ]
     all_goals linear_combination ρ 1 1 * hs
   rw [lindblad, hLL, hLρL]
   ext i j
   fin_cases i <;> fin_cases j <;>
-    simp [Matrix.mul_apply, Fin.sum_univ_succ] <;> ring
+    simp [Matrix.mul_apply, Matrix.vecMul, dotProduct, Fin.sum_univ_succ] <;> ring
 
 end
```
